# Two modes of equal frequency with real symmetric coupling $k>0$ and amplitude loss rates $a$, $b$ have a basis of eigenvectors exactly when $2k\neq|a-b|$

To write the driven response of two coupled resonances as a sum over modes, one collects the eigenvectors of the coupled-mode matrix as the columns of a matrix $P$ and inverts $P$. For

$$M=\begin{pmatrix}-ia & k\\ k & -ib\end{pmatrix},\qquad a,b\in\mathbb R,\quad k>0,$$

this step is possible except at $2k=|a-b|$, the exceptional point. There the two poles merge and only one eigenvector direction is left. The same matrix serves as an effective Hamiltonian for two decaying quantum states, provided that they have equal real energies, constant widths $2a$ and $2b$, and a real coupling.

## The matrix and its mean pole

```lean
import Mathlib

open Matrix Complex

namespace CoupledModeExceptionalPoint

noncomputable section
```

The file loads Mathlib, Lean's mathematical library, and makes the names for matrices and complex numbers available, among them `I` for $i$.

```lean
/-- The coupled-mode matrix of two resonances with loss rates `a`, `b` and coupling `k`. -/
def coupledMode (a b k : ℝ) : Matrix (Fin 2) (Fin 2) ℂ :=
  !![-I * a, k; k, -I * b]
```

This is $M$. The type `Matrix (Fin 2) (Fin 2) ℂ` means a complex $2\times2$ matrix, with rows and columns numbered 0 and 1. The parameters are real, and Lean converts them to complex numbers inside the matrix.

Frequencies are measured from the common real frequency of the two uncoupled modes, so a frequency difference between them is not covered. With time dependence $e^{-izt}$, an uncoupled pole at $z=-ia$ gives an amplitude that decays as $e^{-at}$. The signs of $a$ and $b$ are free, and a negative value describes gain.

```lean
/-- The mean pole position `-i(a + b)/2`. -/
def meanPole (a b : ℝ) : ℂ := -I * (a + b) / 2
```

This is the average of the two diagonal entries, $z_0=-i(a+b)/2$.

```lean
/-- The mode vector `(k, i(a - b)/2)`. -/
def mergedMode (a b k : ℝ) : Fin 2 → ℂ := ![(k : ℂ), I * (a - b) / 2]
```

With the abbreviation $\delta=i(a-b)/2$, this is the vector $(k,\delta)$. It is defined for all parameters, but it becomes an eigenvector at $z_0$ only at the exceptional point. There $|\delta|=k$, so its length is $\sqrt2\,k$ and the normalised vector is $(1,\pm i)/\sqrt2$, with the upper sign for $a>b$.

```lean
/-- A matrix is diagonalisable if some invertible matrix has eigenvectors as its columns. -/
def Diagonalisable (M : Matrix (Fin 2) (Fin 2) ℂ) : Prop :=
  ∃ (P : Matrix (Fin 2) (Fin 2) ℂ) (d : Fin 2 → ℂ), IsUnit P ∧ M * P = P * diagonal d
```

Read column by column, the equation $MP=P\,\mathrm{diag}(d_0,d_1)$ says that column $j$ of $P$ is an eigenvector with eigenvalue $d_j$. `IsUnit P` says that $P$ is invertible. Nothing requires $P$ to be unitary, as it could be chosen for a Hermitian matrix.

## One number controls the splitting

```lean
/-- The secular determinant, written around the mean pole position. -/
theorem secular_det (a b k : ℝ) (z : ℂ) :
    (z • (1 : Matrix (Fin 2) (Fin 2) ℂ) - coupledMode a b k).det
      = (z - meanPole a b) ^ 2 - ((k : ℂ) ^ 2 - ((a : ℂ) - b) ^ 2 / 4) := by
  rw [Matrix.det_fin_two]
  simp [coupledMode, meanPole]
  linear_combination (-((a : ℂ) - b) ^ 2 / 4) * I_sq
```

The poles are the zeros of $\det(z-M)$. Put $w=z-z_0$. The diagonal entries of $z-M$ are then $w+\delta$ and $w-\delta$, and since $\delta^2=-(a-b)^2/4$,

$$\det(z-M)=(w+\delta)(w-\delta)-k^2=w^2-\Big(k^2-\tfrac{(a-b)^2}{4}\Big).$$

The poles therefore lie at $z_0\pm s$ with $s^2=k^2-(a-b)^2/4$. For strong coupling $s$ is real and the modes split in frequency; for weak coupling $s$ is imaginary and they differ in decay rate.

In the proof, `simp` writes out the entries. `linear_combination` then checks that the two sides differ by a stated multiple of a known equation, here `I_sq`, which is $i^2=-1$.

```lean
/-- The coupled-mode matrix measured from the mean pole squares to a multiple of the identity. -/
theorem shifted_sq (a b k : ℝ) :
    (coupledMode a b k - meanPole a b • 1) * (coupledMode a b k - meanPole a b • 1)
      = ((k : ℂ) ^ 2 - ((a : ℂ) - b) ^ 2 / 4) • (1 : Matrix (Fin 2) (Fin 2) ℂ) := by
  ext i j
  fin_cases i <;> fin_cases j <;>
    simp [coupledMode, meanPole, Matrix.mul_apply, Fin.sum_univ_two] <;>
    first
    | ring1
    | linear_combination (((a : ℂ) - b) ^ 2 / 4) * I_sq
```

Let $N=M-z_0$. Then

$$N=\begin{pmatrix}-\delta&k\\k&\delta\end{pmatrix},\qquad N^2=(k^2+\delta^2)\,\mathbb 1=s^2\,\mathbb 1 .$$

The off-diagonal entries of $N^2$ cancel, as $-\delta k+k\delta=0$. Lean checks the four entries one at a time: `fin_cases` lists the values of the indices, and `•` denotes multiplication by a scalar.

```lean
/-- If twice the coupling equals the loss contrast, the squares agree as complex numbers. -/
theorem balance_sq {a b k : ℝ} (h : 2 * k = |a - b|) :
    4 * (k : ℂ) ^ 2 = ((a : ℂ) - b) ^ 2 := by
  have hr : 4 * k ^ 2 = (a - b) ^ 2 := by
    rw [← sq_abs (a - b), ← h]
    ring
  exact_mod_cast hr
```

Squaring $2k=|a-b|$ gives $4k^2=(a-b)^2$, which is the statement $s^2=0$. The squaring is done in the real numbers, where the absolute value lives, and `exact_mod_cast` carries the result over to the complex numbers.

## Two eigenvectors away from equality

```lean
/-- For `k > 0` and `2k ≠ |a - b|` the coupled-mode matrix is diagonalisable. -/
theorem diagonalisable_of_ne {a b k : ℝ} (hk : 0 < k) (h : 2 * k ≠ |a - b|) :
    Diagonalisable (coupledMode a b k) := by
  have hkC : (k : ℂ) ≠ 0 := by exact_mod_cast hk.ne'
  -- half the pole splitting
  obtain ⟨s, hs⟩ := IsAlgClosed.exists_pow_nat_eq
    ((k : ℂ) ^ 2 - ((a : ℂ) - b) ^ 2 / 4) (n := 2) (by norm_num)
  have hs0 : s ≠ 0 := by
    intro h0
    rw [h0] at hs
    have hc : (2 * (k : ℂ)) ^ 2 = ((a : ℂ) - b) ^ 2 := by linear_combination -4 * hs
    have hr : (2 * k) ^ 2 = (a - b) ^ 2 := by exact_mod_cast hc
    have habs := (sq_eq_sq_iff_abs_eq_abs _ _).1 hr
    rw [abs_of_pos (by linarith : 0 < 2 * k)] at habs
    exact h habs
  refine ⟨!![(k : ℂ), k; I * (a - b) / 2 + s, I * (a - b) / 2 - s],
    ![meanPole a b + s, meanPole a b - s], ?_, ?_⟩
  · rw [Matrix.isUnit_iff_isUnit_det, isUnit_iff_ne_zero, Matrix.det_fin_two_of]
    have e : (k : ℂ) * (I * (a - b) / 2 - s) - k * (I * (a - b) / 2 + s)
        = -2 * (k * s) := by ring
    rw [e]
    exact mul_ne_zero (by norm_num) (mul_ne_zero hkC hs0)
  · ext i j
    fin_cases i <;> fin_cases j <;>
      simp [-mul_eq_mul_left_iff, -mul_eq_mul_right_iff, coupledMode, meanPole,
        Matrix.mul_apply, Fin.sum_univ_two, Matrix.diagonal_apply] <;>
      first
      | ring1
      | linear_combination (((a : ℂ) - b) ^ 2 / 4) * I_sq - hs
```

The hypotheses are $k>0$ and $2k\neq|a-b|$. Every complex number has a square root, so some $s$ satisfies $s^2=k^2-(a-b)^2/4$; `IsAlgClosed.exists_pow_nat_eq` supplies it. If $s$ were zero, then $(2k)^2=(a-b)^2$, and because $2k$ is positive this would give $2k=|a-b|$, which is excluded.

For the eigenvectors, try $v=(k,\delta+s)$:

$$Nv=\begin{pmatrix}-\delta k+k(\delta+s)\\ k^2+\delta(\delta+s)\end{pmatrix}
=\begin{pmatrix}sk\\ s^2+\delta s\end{pmatrix}=s\,v .$$

The lower entry uses $k^2+\delta^2=s^2$. Replacing $s$ by $-s$ gives the second eigenvector, so

$$P=\begin{pmatrix}k&k\\ \delta+s&\delta-s\end{pmatrix},\qquad \det P=k(\delta-s)-k(\delta+s)=-2ks\neq0 .$$

The `refine` line hands over this $P$ and the eigenvalues $z_0\pm s$. The first bullet proves that the determinant is nonzero, and the second checks $MP=P\,\mathrm{diag}(d)$ entry by entry. The columns are not normalised, which has no effect on whether $P$ is invertible. As $s\to0$ at fixed $k$ they become parallel, so a numerical inversion of $P$ is ill-conditioned near the exceptional point.

## One eigenvector at equality

```lean
/-- At `2k = |a - b|` with positive coupling the coupled-mode matrix is not diagonalisable. -/
theorem not_diagonalisable {a b k : ℝ} (hk : 0 < k) (h : 2 * k = |a - b|) :
    ¬ Diagonalisable (coupledMode a b k) := by
  rintro ⟨P, d, hP, hMP⟩
  obtain ⟨Q, hPQ⟩ := hP.exists_right_inv
  have hQP : Q * P = 1 := mul_eq_one_comm.1 hPQ
  obtain ⟨N, hNdef⟩ : ∃ N, N = coupledMode a b k - meanPole a b • 1 := ⟨_, rfl⟩
  obtain ⟨E, hE⟩ : ∃ E, E = diagonal (fun i => d i - meanPole a b) := ⟨_, rfl⟩
  have hN : N * N = 0 := by
    have e : (k : ℂ) ^ 2 - ((a : ℂ) - b) ^ 2 / 4 = 0 := by
      linear_combination (1 / 4 : ℂ) * balance_sq h
    rw [hNdef, shifted_sq, e, zero_smul]
  have hE' : E = diagonal d - meanPole a b • 1 := by
    rw [hE]
    ext i j
    by_cases hij : i = j <;> simp [hij]
  have hNP : N * P = P * E := by
    rw [hNdef, hE', sub_mul, mul_sub, hMP]
    simp
  -- the nilpotency of N passes to the diagonal matrix E, which must vanish
  have hEE : E * E = 0 := by
    calc E * E = (Q * P) * (E * E) := by rw [hQP, one_mul]
      _ = Q * ((P * E) * E) := by simp only [mul_assoc]
      _ = Q * ((N * P) * E) := by rw [hNP]
      _ = Q * (N * (P * E)) := by simp only [mul_assoc]
      _ = Q * (N * (N * P)) := by rw [hNP]
      _ = Q * ((N * N) * P) := by simp only [mul_assoc]
      _ = 0 := by rw [hN, zero_mul, mul_zero]
  have h0 : ∀ i, d i - meanPole a b = 0 := by
    intro i
    have hi := congrFun (congrFun hEE i) i
    rw [hE, diagonal_mul_diagonal, diagonal_apply_eq] at hi
    exact mul_self_eq_zero.1 hi
  have hE0 : E = 0 := by
    rw [hE]
    simp only [h0]
    exact Matrix.diagonal_zero
  have hN0 : N = 0 := by
    calc N = (N * P) * Q := by rw [mul_assoc, hPQ, mul_one]
      _ = 0 := by rw [hNP, hE0, mul_zero, zero_mul]
  have hk0 := congrFun (congrFun hN0 0) 1
  rw [hNdef] at hk0
  simp [coupledMode] at hk0
  exact hk.ne' hk0
```

Now $2k=|a-b|$, so $N^2=0$. Suppose that $M$ had a diagonalisation with an invertible $P$, and call its inverse $Q$. Subtracting $z_0P$ from both sides of $MP=P\,\mathrm{diag}(d)$ gives $NP=PE$ with $E=\mathrm{diag}(d_0-z_0,\,d_1-z_0)$. Then

$$E^2=QPE^2=QNPE=QN^2P=0 .$$

A diagonal matrix whose square vanishes has only zeros on its diagonal, so $E=0$. It follows that $N=NPQ=PEQ=0$. But the entry of $N$ in row 0, column 1 is $k>0$, a contradiction.

The `calc` block for `hEE` is the displayed chain, with one regrouping or substitution per line. The facts `h0`, `hE0` and `hN0` are the next three conclusions, and the last lines read off the entry $k$. The condition $k>0$ matters here: for $k=0$ and $a=b$ the equality holds too, yet $M$ is already diagonal.

```lean
/-- For `k > 0` and `2k = |a - b|` the eigenspace at the mean pole is spanned by the merged mode. -/
theorem eigenspace_eq_span {a b k : ℝ} (hk : 0 < k) (h : 2 * k = |a - b|) :
    Module.End.eigenspace (Matrix.toLin' (coupledMode a b k)) (meanPole a b)
      = Submodule.span ℂ {mergedMode a b k} := by
  have hkC : (k : ℂ) ≠ 0 := by exact_mod_cast hk.ne'
  have hM : ∀ v : Fin 2 → ℂ, coupledMode a b k *ᵥ v
      = ![-I * a * v 0 + k * v 1, k * v 0 + -I * b * v 1] := by
    intro v
    ext i
    fin_cases i <;> simp [coupledMode, Matrix.mulVec, dotProduct, Fin.sum_univ_two]
  ext v
  rw [Module.End.mem_eigenspace_iff, Matrix.toLin'_apply, Submodule.mem_span_singleton, hM]
  constructor
  · intro hv
    have h0 := congrFun hv 0
    simp only [Pi.smul_apply, smul_eq_mul, Matrix.cons_val_zero, meanPole] at h0
    refine ⟨v 0 / k, funext (Fin.forall_fin_two.2 ⟨?_, ?_⟩)⟩
    · simp only [Pi.smul_apply, smul_eq_mul, mergedMode, Matrix.cons_val_zero]
      exact div_mul_cancel₀ _ hkC
    · simp only [Pi.smul_apply, smul_eq_mul, mergedMode, Matrix.cons_val_one,
        Matrix.cons_val_fin_one]
      apply mul_left_cancel₀ hkC
      have e : (k : ℂ) * (v 0 / k * (I * (a - b) / 2)) = v 0 * (I * (a - b) / 2) := by
        rw [← mul_assoc, mul_div_cancel₀ _ hkC]
      rw [e]
      linear_combination -h0
  · rintro ⟨c, rfl⟩
    refine funext (Fin.forall_fin_two.2 ⟨?_, ?_⟩) <;>
      simp only [Pi.smul_apply, smul_eq_mul, mergedMode, meanPole, Matrix.cons_val_one,
        Matrix.cons_val_zero, Matrix.cons_val_fin_one]
    · ring
    · linear_combination (c / 4) * balance_sq h + (c * ((a : ℂ) - b) ^ 2 / 4) * I_sq
```

`Matrix.toLin'` turns the matrix into the linear map $v\mapsto Mv$, and `eigenspace` is the set of all $v$ with $Mv=z_0v$. The theorem says that this set consists of the multiples of $(k,\delta)$.

In one direction, row 0 of $Mv=z_0v$ reads $-ia\,v_0+k\,v_1=z_0v_0$, which rearranges to $k\,v_1=\delta\,v_0$. Hence

$$v=\frac{v_0}{k}\,(k,\delta).$$

In the other direction, row 0 of $N(k,\delta)$ is $-\delta k+k\delta=0$, and row 1 is $k^2+\delta^2$, which vanishes at equality. The two halves after `constructor` are these two directions; the first passes the coefficient $v_0/k$ to Lean explicitly.

```lean
/-- For `k > 0` the coupled-mode matrix is diagonalisable iff `2k ≠ |a - b|`; at equality its
two poles merge at `-i(a + b)/2`, where the eigenspace is one-dimensional. -/
theorem exceptional_point (a b k : ℝ) (hk : 0 < k) :
    (Diagonalisable (coupledMode a b k) ↔ 2 * k ≠ |a - b|) ∧
    (2 * k = |a - b| →
      (∀ z : ℂ, (z • (1 : Matrix (Fin 2) (Fin 2) ℂ) - coupledMode a b k).det
        = (z - meanPole a b) ^ 2) ∧
      Module.finrank ℂ (Module.End.eigenspace
        (Matrix.toLin' (coupledMode a b k)) (meanPole a b)) = 1) := by
  refine ⟨⟨fun hd h => not_diagonalisable hk h hd, diagonalisable_of_ne hk⟩,
    fun h => ⟨fun z => ?_, ?_⟩⟩
  · rw [secular_det]
    linear_combination (-1 / 4 : ℂ) * balance_sq h
  · rw [eigenspace_eq_span hk h]
    apply finrank_span_singleton
    intro h0
    have hc := congrFun h0 0
    simp [mergedMode] at hc
    exact hk.ne' hc
```

This theorem gathers the result. For all real $a$, $b$ and $k>0$:

- $M$ is diagonalisable if and only if $2k\neq|a-b|$.
- If $2k=|a-b|$, then $\det(z-M)=(z-z_0)^2$ for every complex $z$, and the eigenspace at $z_0$ has dimension one.

`Module.finrank ℂ` is the dimension over the complex numbers. The first item combines the two preceding theorems on diagonalisability. The determinant follows from the general formula with $s^2=0$. The dimension is one because the eigenspace is spanned by a single vector, which is nonzero since its first component is $k$.

## Self-orthogonality and the double pole

```lean
/-- At `2k = |a - b|` the merged mode has zero unconjugated product with itself. -/
theorem mergedMode_self_orthogonal {a b k : ℝ} (h : 2 * k = |a - b|) :
    mergedMode a b k ⬝ᵥ mergedMode a b k = 0 := by
  simp only [mergedMode, dotProduct, Fin.sum_univ_two, Matrix.cons_val_one,
    Matrix.cons_val_zero, Matrix.cons_val_fin_one]
  linear_combination (1 / 4 : ℂ) * balance_sq h + (((a : ℂ) - b) ^ 2 / 4) * I_sq
```

The symbol `⬝ᵥ` is the product $\sum_j u_jv_j$, without complex conjugation. For a symmetric matrix such as $M$, this is the product in which eigenvectors with different eigenvalues are orthogonal. At equality the merged mode gives

$$k^2+\delta^2=k^2-\tfrac{(a-b)^2}{4}=0 .$$

Normalising the mode to unit length leaves this at zero. A modal expansion that divides by the unconjugated product of a mode with itself therefore fails at the exceptional point.

```lean
/-- At `2k = |a - b|`, with `z₀` the mean pole and `N = M - z₀`, the inverse of `z - M` for `z ≠ z₀`
is `1/(z - z₀) + N/(z - z₀)²`. -/
theorem double_pole_response {a b k : ℝ} (h : 2 * k = |a - b|) {z : ℂ}
    (hz : z ≠ meanPole a b) :
    (z • (1 : Matrix (Fin 2) (Fin 2) ℂ) - coupledMode a b k) *
      ((z - meanPole a b)⁻¹ • 1 +
        ((z - meanPole a b) ^ 2)⁻¹ • (coupledMode a b k - meanPole a b • 1)) = 1 := by
  -- a resolvent identity for any matrix of square zero
  have key : ∀ (N : Matrix (Fin 2) (Fin 2) ℂ) (w : ℂ), w ≠ 0 → N * N = 0 →
      (w • 1 - N) * (w⁻¹ • 1 + (w ^ 2)⁻¹ • N) = 1 := by
    intro N w hw hN
    have h1 : w * w⁻¹ = 1 := mul_inv_cancel₀ hw
    have h2 : w * (w ^ 2)⁻¹ - w⁻¹ = 0 := by
      rw [sub_eq_zero]
      field_simp
    calc (w • 1 - N) * (w⁻¹ • 1 + (w ^ 2)⁻¹ • N)
        = (w * w⁻¹) • 1 + (w * (w ^ 2)⁻¹ - w⁻¹) • N - (w ^ 2)⁻¹ • (N * N) := by
          simp only [sub_mul, mul_add, smul_mul_assoc, mul_smul_comm, one_mul, mul_one]
          module
      _ = 1 := by rw [hN, h1, h2]; simp
  have e : z • (1 : Matrix (Fin 2) (Fin 2) ℂ) - coupledMode a b k
      = (z - meanPole a b) • 1 - (coupledMode a b k - meanPole a b • 1) := by module
  rw [e]
  apply key _ _ (sub_ne_zero.2 hz)
  have e0 : (k : ℂ) ^ 2 - ((a : ℂ) - b) ^ 2 / 4 = 0 := by
    linear_combination (1 / 4 : ℂ) * balance_sq h
  rw [shifted_sq, e0, zero_smul]

end

end CoupledModeExceptionalPoint
```

The response to a drive at complex frequency $z$ is governed by the inverse of $z-M$. At equality, for $z\neq z_0$, the theorem gives it as

$$(z-M)^{-1}=\frac{\mathbb 1}{z-z_0}+\frac{N}{(z-z_0)^2},$$

stated in Lean as a product equal to the identity. With $w=z-z_0$ we have $z-M=w-N$, and multiplying out gives

$$(w-N)\Big(\frac{\mathbb 1}{w}+\frac{N}{w^2}\Big)=\mathbb 1+\frac{N}{w}-\frac{N}{w}-\frac{N^2}{w^2}=\mathbb 1 ,$$

because $N^2=0$. The step named `key` proves this for any $2\times2$ matrix of square zero, and the remaining lines apply it to $N=M-z_0$.

Neither of these last two theorems assumes $k>0$. When $k>0$, $N$ is nonzero and the double pole is present; at $k=0$ and $a=b$, $N$ vanishes and a simple pole remains.

```lean
#print axioms CoupledModeExceptionalPoint.exceptional_point
#print axioms CoupledModeExceptionalPoint.mergedMode_self_orthogonal
#print axioms CoupledModeExceptionalPoint.double_pole_response
```

```
'CoupledModeExceptionalPoint.exceptional_point' depends on axioms: [propext, Classical.choice, Quot.sound]
'CoupledModeExceptionalPoint.mergedMode_self_orthogonal' depends on axioms: [propext, Classical.choice, Quot.sound]
'CoupledModeExceptionalPoint.double_pole_response' depends on axioms: [propext, Classical.choice, Quot.sound]
```
